# A continuous function on a one-dimensional Brillouin zone has a special twist, but the cosine and sine harmonics of the grid share none

A Brillouin-zone average taken on a few $k$ points can depend on where the grid is placed. Shifting the grid can change the error, so one may look for a shift at which the error vanishes. Without an existence result, that search may be for something that is not there. Without knowing its limits, one may tune the shift on one quantity and then trust it for another, which it can leave with a large error.

For non-interacting electrons in one dimension, the shift is the twist of the boundary condition. A supercell of $N$ primitive cells with boundary phase $2\pi s$ samples the points $k=(r+s)/N$, $r=0,\dots,N-1$, in a zone of unit length. The theorems below concern grid averages of real functions of $k$. Existence is proved for functions continuous on the closed zone. A zero-temperature occupation that jumps at a Fermi point is therefore not covered.

## The shifted grid and its special twists

```lean
import Mathlib

open Finset

namespace SpecialTwist

noncomputable section
```

The first line loads Mathlib, Lean's mathematical library. The rest opens a namespace and makes the notation for finite sets available.

```lean
/-- The average of `g` over the `N`-point grid on the unit Brillouin zone, shifted by the
twist `s` (in units of the grid spacing). -/
def twistAverage (g : ℝ → ℝ) (N : ℕ) (s : ℝ) : ℝ :=
  (∑ r ∈ range N, g (((r : ℝ) + s) / N)) / N
```

For a function $g$, a grid size $N$ and a twist $s$, this defines

$$A_N(s)=\frac1N\sum_{r=0}^{N-1} g\!\left(\frac{r+s}{N}\right).$$

The type `ℝ → ℝ` says that $g$ takes a real number to a real number, and `range N` is the set $\{0,\dots,N-1\}$. The annotation `(r : ℝ)` turns the integer label into a real number. The twist is measured in grid spacings, so $s=1$ moves every point to the right by one full spacing, $1/N$.

```lean
/-- A twist is special for `g` if the shifted grid reproduces the zone integral of `g`. -/
def IsSpecialTwist (g : ℝ → ℝ) (N : ℕ) (s : ℝ) : Prop :=
  twistAverage g N s = ∫ k in (0 : ℝ)..1, g k
```

A `Prop` is a statement that may be true or false. This one says $A_N(s)=\int_0^1 g(k)\,dk$: the grid average has no sampling error.

```lean
/-- The cosine harmonic whose period is the grid spacing `1 / N`. -/
def cosHarmonic (N : ℕ) (k : ℝ) : ℝ := Real.cos (2 * Real.pi * N * k)
```

This is $c_N(k)=\cos(2\pi Nk)$, which repeats from one grid point to the next.

```lean
/-- The sine harmonic whose period is the grid spacing `1 / N`. -/
def sinHarmonic (N : ℕ) (k : ℝ) : ℝ := Real.sin (2 * Real.pi * N * k)
```

Its partner is $\sin(2\pi Nk)$.

## One integrand: a special twist exists

```lean
/-- If `g` is continuous on `[0, 1]`, then `g ((r + s) / N)` with `r < N` is continuous in the twist
`s` on `[0, 1]`. -/
theorem continuousOn_gridTerm {g : ℝ → ℝ} (hg : ContinuousOn g (Set.Icc 0 1))
    {N r : ℕ} (hr : r < N) :
    ContinuousOn (fun s : ℝ => g (((r : ℝ) + s) / N)) (Set.Icc 0 1) := by
  have hN : (0 : ℝ) < N := by exact_mod_cast (Nat.zero_le r).trans_lt hr
  have hr' : (r : ℝ) + 1 ≤ N := by exact_mod_cast Nat.succ_le_of_lt hr
  refine hg.comp (Continuous.continuousOn (by fun_prop)) ?_
  -- the shifted grid point stays inside the zone
  intro s hs
  have h0 : (0 : ℝ) ≤ r := Nat.cast_nonneg r
  exact ⟨div_nonneg (by linarith [hs.1]) hN.le,
    (div_le_one hN).2 (by linarith [hs.2])⟩
```

The hypothesis `hg` says that $g$ is continuous on `Set.Icc 0 1`, the closed interval $[0,1]$. Periodicity is not assumed. The conclusion is that $s\mapsto g((r+s)/N)$ is continuous on $[0,1]$ whenever $r<N$.

By hand, the point to check is that the argument of $g$ stays where $g$ is known to be continuous. For $0\le s\le1$ and $r+1\le N$,

$$0\le\frac{r+s}{N}\le\frac{r+1}{N}\le1 .$$

In the proof, `hg.comp` composes $g$ with the continuous map $s\mapsto(r+s)/N$, and the last lines supply the two bounds.

```lean
/-- For `g` continuous on `[0, 1]` and `N ≥ 1`, the twist average, integrated over the twists from
`0` to `1`, is the zone integral. -/
theorem integral_twistAverage {g : ℝ → ℝ} (hg : ContinuousOn g (Set.Icc 0 1))
    {N : ℕ} (hN : 0 < N) :
    ∫ s in (0 : ℝ)..1, twistAverage g N s = ∫ k in (0 : ℝ)..1, g k := by
  have hpos : (0 : ℝ) < N := by exact_mod_cast hN
  have hne : (N : ℝ) ≠ 0 := hpos.ne'
  -- one grid point, moved through all twists, sweeps one cell of the zone
  have hterm : ∀ r ∈ range N, ∫ s in (0 : ℝ)..1, g (((r : ℝ) + s) / N)
      = N * ∫ k in ((r : ℝ) / N)..(((r + 1 : ℕ) : ℝ) / N), g k := by
    intro r _
    have h := intervalIntegral.integral_comp_mul_add (a := 0) (b := 1) g
      (inv_ne_zero hne) ((r : ℝ) / N)
    have e1 : (N : ℝ)⁻¹ * 0 + (r : ℝ) / N = (r : ℝ) / N := by ring
    have e2 : (N : ℝ)⁻¹ * 1 + (r : ℝ) / N = ((r + 1 : ℕ) : ℝ) / N := by
      push_cast
      ring
    rw [inv_inv, smul_eq_mul, e1, e2] at h
    rw [← h]
    refine intervalIntegral.integral_congr (fun s _ => ?_)
    show g _ = g _
    congr 1
    ring
  -- the cells tile the zone
  have hcell : ∀ r < N, IntervalIntegrable g MeasureTheory.volume
      ((r : ℝ) / N) (((r + 1 : ℕ) : ℝ) / N) := by
    intro r hr
    have hle : (r : ℝ) / N ≤ ((r + 1 : ℕ) : ℝ) / N :=
      div_le_div_of_nonneg_right (by push_cast; linarith) hpos.le
    refine ContinuousOn.intervalIntegrable_of_Icc hle
      (hg.mono (Set.Icc_subset_Icc (by positivity) ?_))
    rw [div_le_one hpos]
    exact_mod_cast Nat.succ_le_of_lt hr
  have hadj : ∑ r ∈ range N, ∫ k in ((r : ℝ) / N)..(((r + 1 : ℕ) : ℝ) / N), g k
      = ∫ k in (0 : ℝ)..1, g k :=
    (intervalIntegral.sum_integral_adjacent_intervals
      (a := fun r : ℕ => (r : ℝ) / N) hcell).trans (by simp [hne])
  unfold twistAverage
  rw [intervalIntegral.integral_div, intervalIntegral.integral_finsetSum
    (fun r hr => ContinuousOn.intervalIntegrable_of_Icc zero_le_one
      (continuousOn_gridTerm hg (mem_range.1 hr))),
    sum_congr rfl hterm, ← mul_sum, hadj, mul_div_cancel_left₀ _ hne]
```

This theorem says that $\int_0^1 A_N(s)\,ds=\int_0^1 g(k)\,dk$ for $N\ge1$. Put $k=(r+s)/N$, so that $ds=N\,dk$. As $s$ runs from 0 to 1, point $r$ sweeps one cell of the zone:

$$\int_0^1 g\!\left(\frac{r+s}{N}\right)ds=N\int_{r/N}^{(r+1)/N}g(k)\,dk .$$

Summing over $r$ joins the cells into the whole zone, and the prefactor $1/N$ cancels the $N$:

$$\int_0^1A_N(s)\,ds=\frac1N\sum_{r=0}^{N-1}N\int_{r/N}^{(r+1)/N}g(k)\,dk=\int_0^1g(k)\,dk .$$

Inside the proof, each `have` records an intermediate result. `hterm` is the substitution, `hcell` shows that $g$ is integrable on each cell, and `hadj` joins the cells. The final `rw`, which rewrites the goal with known equations, exchanges the integral with the finite sum and assembles these results.

```lean
/-- Every continuous integrand has a special twist in `[0, 1]`, for every grid size `N ≥ 1`. -/
theorem exists_specialTwist {g : ℝ → ℝ} (hg : ContinuousOn g (Set.Icc 0 1))
    {N : ℕ} (hN : 0 < N) : ∃ s ∈ Set.Icc (0 : ℝ) 1, IsSpecialTwist g N s := by
  have hA : ContinuousOn (twistAverage g N) (Set.Icc 0 1) := by
    unfold twistAverage
    exact (continuousOn_finsetSum _
      (fun r hr => continuousOn_gridTerm hg (mem_range.1 hr))).div_const _
  have hint : IntervalIntegrable (twistAverage g N) MeasureTheory.volume 0 1 :=
    ContinuousOn.intervalIntegrable_of_Icc zero_le_one hA
  have hne : (Set.Icc (0 : ℝ) 1).Nonempty := ⟨0, by simp⟩
  obtain ⟨a, ha, hmin⟩ := isCompact_Icc.exists_isMinOn hne hA
  obtain ⟨b, hb, hmax⟩ := isCompact_Icc.exists_isMaxOn hne hA
  -- the extreme twist averages bracket the zone integral
  have hlo : twistAverage g N a ≤ ∫ k in (0 : ℝ)..1, g k := by
    have h := intervalIntegral.integral_mono_on zero_le_one
      (intervalIntegrable_const (c := twistAverage g N a)) hint (fun x hx => hmin hx)
    rw [integral_twistAverage hg hN] at h
    simpa using h
  have hhi : ∫ k in (0 : ℝ)..1, g k ≤ twistAverage g N b := by
    have h := intervalIntegral.integral_mono_on zero_le_one hint
      (intervalIntegrable_const (c := twistAverage g N b)) (fun x hx => hmax hx)
    rw [integral_twistAverage hg hN] at h
    simpa using h
  obtain ⟨s, hs, h⟩ := isPreconnected_Icc.intermediate_value ha hb hA ⟨hlo, hhi⟩
  exact ⟨s, hs, h⟩
```

This is the existence theorem: for $g$ continuous on $[0,1]$ and $N\ge1$, there is an $s\in[0,1]$ with $A_N(s)=\int_0^1g(k)\,dk$.

Write $I$ for the zone integral. The function $A_N$ is a finite sum of continuous terms divided by a constant, so it is continuous and attains a minimum at some $a$ and a maximum at some $b$ in $[0,1]$. Integrating $A_N(a)\le A_N(s)\le A_N(b)$ over $s$, and using the preceding theorem for the middle term, gives

$$A_N(a)\le I\le A_N(b).$$

By the intermediate value theorem, $A_N$ takes the value $I$ at some $s$ in $[0,1]$.

The Lean proof follows this order. `hA` is the continuity, the first two `obtain` lines name $a$ and $b$, `hlo` and `hhi` are the two inequalities, and `intermediate_value` delivers $s$. The theorem gives no formula for $s$ and does not say that it is unique.

## Two integrands: the harmonics of the grid

```lean
/-- For `N ≥ 1`, the twist averages of the cosine and sine harmonics are `cos (2πs)` and `sin
(2πs)`. -/
theorem twistAverage_harmonics {N : ℕ} (hN : 0 < N) (s : ℝ) :
    twistAverage (cosHarmonic N) N s = Real.cos (2 * Real.pi * s) ∧
    twistAverage (sinHarmonic N) N s = Real.sin (2 * Real.pi * s) := by
  have hne : (N : ℝ) ≠ 0 := by exact_mod_cast hN.ne'
  have harg : ∀ r : ℕ, 2 * Real.pi * N * (((r : ℝ) + s) / N)
      = 2 * Real.pi * s + r * (2 * Real.pi) := by
    intro r
    field_simp
    ring
  constructor
  · simp only [twistAverage, cosHarmonic, harg, Real.cos_add_nat_mul_two_pi]
    rw [sum_const, card_range, nsmul_eq_mul, mul_div_cancel_left₀ _ hne]
  · simp only [twistAverage, sinHarmonic, harg, Real.sin_add_nat_mul_two_pi]
    rw [sum_const, card_range, nsmul_eq_mul, mul_div_cancel_left₀ _ hne]
```

The symbol `∧` means "and". The two parts say that the twist averages of the cosine and sine harmonics are $\cos(2\pi s)$ and $\sin(2\pi s)$. At a grid point the phase is

$$2\pi N\,\frac{r+s}{N}=2\pi s+2\pi r ,$$

and the term $2\pi r$ changes neither function. All $N$ terms are equal, so their mean is any one of them. This is aliasing: the grid sees a rapidly varying harmonic as a constant set by the twist. The phase identity is `harg`; `simp only` then removes the whole turns, and the last line of each part evaluates the constant sum.

```lean
/-- Both harmonics integrate to zero over the zone. -/
theorem integral_harmonics {N : ℕ} (hN : 0 < N) :
    ∫ k in (0 : ℝ)..1, cosHarmonic N k = 0 ∧ ∫ k in (0 : ℝ)..1, sinHarmonic N k = 0 := by
  have hpos : (0 : ℝ) < N := by exact_mod_cast hN
  have hc : 2 * Real.pi * (N : ℝ) ≠ 0 := by positivity
  have hs : Real.sin (2 * Real.pi * N * 1) = 0 :=
    (congrArg Real.sin (by push_cast; ring)).trans (Real.sin_nat_mul_pi (2 * N))
  have hcos : Real.cos (2 * Real.pi * N * 1) = 1 :=
    (congrArg Real.cos (by ring)).trans (Real.cos_nat_mul_two_pi N)
  have h1 := intervalIntegral.integral_comp_mul_left (a := 0) (b := 1) Real.cos hc
  have h2 := intervalIntegral.integral_comp_mul_left (a := 0) (b := 1) Real.sin hc
  rw [integral_cos, hs, mul_zero, Real.sin_zero, sub_zero, smul_zero] at h1
  rw [integral_sin, hcos, mul_zero, Real.cos_zero, sub_self, smul_zero] at h2
  exact ⟨h1, h2⟩
```

Both zone integrals vanish, since for $N\ge1$

$$\int_0^1\cos(2\pi Nk)\,dk=\frac{\sin(2\pi N)}{2\pi N}=0,\qquad
\int_0^1\sin(2\pi Nk)\,dk=\frac{1-\cos(2\pi N)}{2\pi N}=0 .$$

`hs` and `hcos` give the values at the upper limit, while `h1` and `h2` rescale the integration variable.

```lean
/-- No single twist is special for both the cosine and the sine harmonic. -/
theorem no_common_specialTwist {N : ℕ} (hN : 0 < N) :
    ¬ ∃ s : ℝ, IsSpecialTwist (cosHarmonic N) N s ∧ IsSpecialTwist (sinHarmonic N) N s := by
  rintro ⟨s, h1, h2⟩
  unfold IsSpecialTwist at h1 h2
  rw [(twistAverage_harmonics hN s).1, (integral_harmonics hN).1] at h1
  rw [(twistAverage_harmonics hN s).2, (integral_harmonics hN).2] at h2
  have h := Real.sin_sq_add_cos_sq (2 * Real.pi * s)
  rw [h1, h2] at h
  norm_num at h
```

The sign `¬ ∃` reads "there is no". Here $s$ ranges over all real numbers, not only over $[0,1]$. If one twist were special for both harmonics, the last two theorems would give $\cos(2\pi s)=0$ and $\sin(2\pi s)=0$, hence

$$1=\sin^2(2\pi s)+\cos^2(2\pi s)=0 .$$

The proof assumes such an $s$ with `rintro`, rewrites both conditions, and lets `norm_num` reject the false equation. Each harmonic is continuous and so has a special twist of its own; the obstruction lies in asking for a common one.

```lean
/-- The special twists of the cosine harmonic in `[0, 1]` are exactly `1/4` and `3/4`. -/
theorem specialTwist_cosHarmonic_iff {N : ℕ} (hN : 0 < N) {s : ℝ}
    (hs : s ∈ Set.Icc (0 : ℝ) 1) :
    IsSpecialTwist (cosHarmonic N) N s ↔ s = 1 / 4 ∨ s = 3 / 4 := by
  unfold IsSpecialTwist
  rw [(twistAverage_harmonics hN s).1, (integral_harmonics hN).1, Real.cos_eq_zero_iff]
  constructor
  · rintro ⟨k, hk⟩
    have hsk : s = (2 * (k : ℝ) + 1) / 4 :=
      mul_left_cancel₀ Real.pi_ne_zero (by linear_combination hk / 2)
    -- only two of the zeros of the cosine lie in the range of twists
    have hlo : (-1 : ℤ) < k := by
      exact_mod_cast (by linarith [hs.1] : (-1 : ℝ) < k)
    have hhi : k < (2 : ℤ) := by
      exact_mod_cast (by linarith [hs.2] : (k : ℝ) < 2)
    have hk01 : k = 0 ∨ k = 1 := by omega
    rcases hk01 with rfl | rfl
    · left
      rw [hsk]
      norm_num
    · right
      rw [hsk]
      norm_num
  · rintro (rfl | rfl)
    · exact ⟨0, by push_cast; ring⟩
    · exact ⟨1, by push_cast; ring⟩
```

For $s\in[0,1]$, the twist is special for $c_N$ if and only if $s=1/4$ or $s=3/4$, for every grid size $N\ge1$. The condition is $\cos(2\pi s)=0$, that is,

$$2\pi s=\frac{(2k+1)\pi}{2},\qquad s=\frac{2k+1}{4},$$

where $k$ is now an integer and not a wavevector. The range of $s$ forces $-1<k<2$, so $k=0$ or $k=1$. In Lean these bounds are `hlo` and `hhi`, and `omega` settles the integer arithmetic. The final two lines check the converse.

```lean
/-- Averaging over the two twists `s` and `s + 1/2` gives the zone integral of both
harmonics, for every `s`. -/
theorem twist_pair_exact {N : ℕ} (hN : 0 < N) (s : ℝ) :
    (twistAverage (cosHarmonic N) N s + twistAverage (cosHarmonic N) N (s + 1 / 2)) / 2
      = ∫ k in (0 : ℝ)..1, cosHarmonic N k ∧
    (twistAverage (sinHarmonic N) N s + twistAverage (sinHarmonic N) N (s + 1 / 2)) / 2
      = ∫ k in (0 : ℝ)..1, sinHarmonic N k := by
  -- half a grid spacing reverses the sign of both harmonics
  have harg : 2 * Real.pi * (s + 1 / 2) = 2 * Real.pi * s + Real.pi := by ring
  rw [(twistAverage_harmonics hN s).1, (twistAverage_harmonics hN s).2,
    (twistAverage_harmonics hN (s + 1 / 2)).1, (twistAverage_harmonics hN (s + 1 / 2)).2,
    (integral_harmonics hN).1, (integral_harmonics hN).2, harg,
    Real.cos_add_pi, Real.sin_add_pi]
  constructor <;> ring

end

end SpecialTwist
```

Averaging the results at $s$ and $s+1/2$ gives the correct integral for both harmonics, for every $N\ge1$ and every real $s$. The second twist adds $\pi$ to the phase, and

$$\frac{\cos(2\pi s)+\cos(2\pi s+\pi)}2=0,\qquad
\frac{\sin(2\pi s)+\sin(2\pi s+\pi)}2=0 .$$

The proof substitutes the known averages and integrals, applies the two sign changes, and finishes with `ring`, which does the algebra. The statement is about these two harmonics and makes no claim for a general $g$.

```lean
#print axioms SpecialTwist.exists_specialTwist
#print axioms SpecialTwist.no_common_specialTwist
#print axioms SpecialTwist.specialTwist_cosHarmonic_iff
#print axioms SpecialTwist.twist_pair_exact
```

```
'SpecialTwist.exists_specialTwist' depends on axioms: [propext, Classical.choice, Quot.sound]
'SpecialTwist.no_common_specialTwist' depends on axioms: [propext, Classical.choice, Quot.sound]
'SpecialTwist.specialTwist_cosHarmonic_iff' depends on axioms: [propext, Classical.choice, Quot.sound]
'SpecialTwist.twist_pair_exact' depends on axioms: [propext, Classical.choice, Quot.sound]
```

## A zone without ends

The zone could also have been modelled as a circle, with $g$ a continuous periodic function of $k$. The twists $s=0$ and $s=1$ would then describe the same set of points, and there would be no need to check that shifted points stay inside an interval. The existence theorem would cover fewer functions, because the present version also admits $g(0)\ne g(1)$. The special twists of the cosine harmonic would be $1/4$ and $3/4$ up to whole grid spacings.
